# Rows of the CASSCF generalized Fock matrix

Take one inactive orbital $i$ with density $D_{ii}=2$, one active orbital $t$ with density $D_{tt}$, and one empty virtual orbital $a$. Let $h_{pq}$ and $g_{pqrs}=(pq|rs)$ be the one- and two-electron integrals. The two-particle density is $d_{pqrs}=D_{pq}D_{rs}-\tfrac12 D_{ps}D_{rq}$, except that $d_{tttt}$ is free. With first index $t$, only $d_{ttii}=2D_{tt}$, $d_{tiit}=-D_{tt}$ and $d_{tttt}$ survive. The matrix $F_{mn}=\sum_q D_{mq}h_{nq}+\sum_{qrs}d_{mqrs}g_{nqrs}$ therefore has, for any orbital $n$,
$$F_{tn}=D_{tt}\,(h_{nt}+2g_{ntii}-g_{niit})+d_{tttt}\,g_{nttt},\qquad F_{an}=0.$$
The inactive orbital has been absorbed into a dressed one-electron integral. The same happens for finite spaces of any size.

In Lean 4 with Mathlib:

```lean
import Mathlib

open Finset

namespace CasscfGeneralizedFock

noncomputable section
```

## Orbitals and densities

Indices $i,j$ are inactive, $t,u,v,w$ active, $a$ virtual, and $m,n,p,q,r,s$ general. Any of the three sets may be empty.

```lean
/-- Orbital labels: inactive `I`, active `A` and virtual `V`. -/
abbrev Orb (I A V : Type) := I ⊕ A ⊕ V
```

`genFock` is $F_{mn}$, with $m$ on the densities and $n$ on the integrals.

```lean
local notation "inact" i:max => Sum.inl i

local notation "act" t:max => Sum.inr (Sum.inl t)

local notation "virt" a:max => Sum.inr (Sum.inr a)

/-- Generalized Fock matrix `F_mn = ∑ D_mq h_nq + ∑ d_mqrs g_nqrs`. -/
def genFock {κ : Type} [Fintype κ] (D : κ → κ → ℝ) (d : κ → κ → κ → κ → ℝ)
    (h : κ → κ → ℝ) (g : κ → κ → κ → κ → ℝ) (m n : κ) : ℝ :=
  ∑ q, D m q * h n q + ∑ q, ∑ r, ∑ s, d m q r s * g n q r s
```

The electronic energy, without nuclear repulsion, is $E=\sum D_{pq}h_{pq}+\tfrac12\sum d_{pqrs}g_{pqrs}$.

```lean
/-- Electronic energy `∑ D_pq h_pq + (1/2) ∑ d_pqrs g_pqrs`. -/
def energy {κ : Type} [Fintype κ] (D : κ → κ → ℝ) (d : κ → κ → κ → κ → ℝ)
    (h : κ → κ → ℝ) (g : κ → κ → κ → κ → ℝ) : ℝ :=
  ∑ p, ∑ q, D p q * h p q + 1 / 2 * ∑ p, ∑ q, ∑ r, ∑ s, d p q r s * g p q r s
```

One identity drives everything. For arbitrary arrays $a_q$, $B_{rs}$, $G_{qrs}$, renaming $q\leftrightarrow s$ in the second term gives
$$\sum_{qrs}\left(a_qB_{rs}-\tfrac12a_sB_{rq}\right)G_{qrs}=\sum_q a_q\sum_{rs}B_{rs}\left(G_{qrs}-\tfrac12G_{srq}\right).$$
The renaming is `hx`, obtained from the reordering `swap`.

```lean
/-- Relabelling `q ↔ s` moves the exchange term from the densities onto the integrals. -/
theorem sum_exchange {κ : Type} [Fintype κ] (a : κ → ℝ) (B : κ → κ → ℝ) (G : κ → κ → κ → ℝ) :
    ∑ q, ∑ r, ∑ s, (a q * B r s - a s * B r q / 2) * G q r s
      = ∑ q, a q * ∑ r, ∑ s, B r s * (G q r s - G s r q / 2) := by
  have swap (f : κ → κ → κ → ℝ) : ∑ q, ∑ r, ∑ s, f q r s = ∑ s, ∑ r, ∑ q, f q r s :=
    calc _ = ∑ q, ∑ s, ∑ r, f q r s := sum_congr rfl fun _ _ => sum_comm
      _ = ∑ s, ∑ q, ∑ r, f q r s := sum_comm
      _ = _ := sum_congr rfl fun _ _ => sum_comm
  have hx : ∑ q, ∑ r, ∑ s, a s * B r q * G q r s = ∑ q, ∑ r, ∑ s, a q * B r s * G s r q :=
    swap (fun q r s => a s * B r q * G q r s)
  calc _ = ∑ q, ∑ r, ∑ s, a q * B r s * G q r s
        - (∑ q, ∑ r, ∑ s, a s * B r q * G q r s) / 2 := by
        simp only [Finset.sum_div, ← Finset.sum_sub_distrib]
        exact sum_congr rfl fun _ _ => sum_congr rfl fun _ _ => sum_congr rfl fun _ _ => by ring
    _ = _ := by
        rw [hx]
        simp only [Finset.sum_div, ← Finset.sum_sub_distrib, Finset.mul_sum]
        exact sum_congr rfl fun _ _ => sum_congr rfl fun _ _ => sum_congr rfl fun _ _ => by ring
```

The spin-summed density has $D_{ij}=2\delta_{ij}$, an arbitrary real active block `Da`, and zeros elsewhere.

```lean
variable {I A V : Type} [Fintype I] [Fintype A] [Fintype V] [DecidableEq I]

/-- One-particle density: `2 δ_ij` on inactive pairs, `Da` on active pairs, zero elsewhere. -/
def dens (Da : A → A → ℝ) : Orb I A V → Orb I A V → ℝ
  | inact i, inact j => if i = j then 2 else 0
  | act t, act u => Da t u
  | _, _ => 0
```

The correction $\lambda_{pqrs}$ equals `lam` on all-active quadruples and is zero otherwise.

```lean
/-- A four-index array equal to `lam` when all four indices are active and zero otherwise. -/
def allActive (lam : A → A → A → A → ℝ) : Orb I A V → Orb I A V → Orb I A V → Orb I A V → ℝ
  | act t, act u, act v, act w => lam t u v w
  | _, _, _, _ => 0
```

Then $d_{pqrs}=D_{pq}D_{rs}-\tfrac12D_{ps}D_{rq}+\lambda_{pqrs}$. This structure is a definition here and is not derived from a CAS wave function. Since `lam` is arbitrary, so is the active block of $d$, and no representability condition is imposed.

```lean
/-- Two-particle density `D_pq D_rs - D_ps D_rq / 2` plus the all-active term. -/
def twoDens (Da : A → A → ℝ) (lam : A → A → A → A → ℝ) (p q r s : Orb I A V) : ℝ :=
  dens Da p q * dens Da r s - dens Da p s * dens Da r q / 2 + allActive lam p q r s
```

The inactive Fock matrix is $F^I_{nq}=h_{nq}+\sum_j(2g_{nqjj}-g_{njjq})$.

```lean
/-- Inactive Fock matrix `FI_nq = h_nq + ∑_j (2 g_nqjj - g_njjq)`. -/
def fockI (h : Orb I A V → Orb I A V → ℝ) (g : Orb I A V → Orb I A V → Orb I A V → Orb I A V → ℝ)
    (n q : Orb I A V) : ℝ :=
  h n q + ∑ j : I, (2 * g n q (inact j) (inact j) - g n (inact j) (inact j) q)
```

The active Fock matrix is $F^A_{nq}=\sum_{vw}D_{vw}(g_{nqvw}-\tfrac12g_{nwvq})$.

```lean
/-- Active Fock matrix `FA_nq = ∑_vw D_vw (g_nqvw - g_nwvq / 2)`. -/
def fockA (Da : A → A → ℝ) (g : Orb I A V → Orb I A V → Orb I A V → Orb I A V → ℝ)
    (n q : Orb I A V) : ℝ :=
  ∑ v : A, ∑ w : A, Da v w * (g n q (act v) (act w) - g n (act w) (act v) q / 2)
```

`casFock` is $F$ built from these densities.

```lean
/-- The generalized Fock matrix built from the CASSCF densities `dens` and `twoDens`. -/
def casFock (Da : A → A → ℝ) (lam : A → A → A → A → ℝ) (h : Orb I A V → Orb I A V → ℝ)
    (g : Orb I A V → Orb I A V → Orb I A V → Orb I A V → ℝ) (m n : Orb I A V) : ℝ :=
  genFock (dens Da) (twoDens Da lam) h g m n
```

## The three kinds of row

In $\sum_{rs}D_{rs}(g_{nqrs}-\tfrac12g_{nsrq})$ the inactive terms have $r=s=j$ and weight 2, giving $F^I_{nq}-h_{nq}$, and the active terms give $F^A_{nq}$. `Fintype.sum_sum_type` splits each sum by orbital class.

```lean
variable (Da : A → A → ℝ) (lam : A → A → A → A → ℝ) (h : Orb I A V → Orb I A V → ℝ)
  (g : Orb I A V → Orb I A V → Orb I A V → Orb I A V → ℝ)

/-- The Coulomb-exchange mean field of the full one-particle density is `FI + FA`. -/
theorem meanField_split (n q : Orb I A V) :
    h n q + ∑ r, ∑ s, dens Da r s * (g n q r s - g n s r q / 2)
      = fockI h g n q + fockA Da g n q := by
  have h2 : ∀ x y : ℝ, 2 * (x - y / 2) = 2 * x - y := fun x y => by ring
  simp [Fintype.sum_sum_type, dens, fockI, fockA, h2, add_assoc]
```

The exchange identity with $a_q=D_{mq}$, $B=D$, $G_{qrs}=g_{nqrs}$ now yields
$$F_{mn}=\sum_qD_{mq}(F^I+F^A)_{nq}+\sum_{qrs}\lambda_{mqrs}\,g_{nqrs}.$$

```lean
/-- `F_mn = ∑_q D_mq (FI + FA)_nq` plus the contraction of the all-active term with `g`. -/
theorem casFock_eq (m n : Orb I A V) :
    casFock Da lam h g m n = ∑ q, dens Da m q * (fockI h g n q + fockA Da g n q)
      + ∑ q, ∑ r, ∑ s, allActive lam m q r s * g n q r s := by
  simp only [← meanField_split]
  simp only [casFock, genFock, twoDens, add_mul, mul_add, sum_add_distrib]
  linarith [sum_exchange (dens Da m) (dens Da) (g n)]
```

The row formulas assume no symmetry of any array and hold for every column $n$. For $m=a$ both $D_{aq}$ and $\lambda_{aqrs}$ vanish, so $F_{an}=0$.

```lean
/-- Virtual rows of the generalized Fock matrix vanish. -/
theorem virtual_row (a : V) (n : Orb I A V) : casFock Da lam h g (virt a) n = 0 := by
  rw [casFock_eq]
  simp [dens, allActive]
```

For $m=i$ only $q=i$ contributes, so $F_{in}=2(F^I+F^A)_{ni}$.

```lean
/-- Inactive rows: `F_in = 2 (FI_ni + FA_ni)`. -/
theorem inactive_row (i : I) (n : Orb I A V) :
    casFock Da lam h g (inact i) n = 2 * (fockI h g n (inact i) + fockA Da g n (inact i)) := by
  rw [casFock_eq]
  simp [Fintype.sum_sum_type, dens, allActive]
```

For $m=t$ the row is $\sum_uD_{tu}(F^I+F^A)_{nu}+\sum_{uvw}\lambda_{tuvw}g_{nuvw}$. The exchange identity on the active space, read from right to left (`hx`), turns $\sum_uD_{tu}F^A_{nu}$ into $\sum_{uvw}(D_{tu}D_{vw}-\tfrac12D_{tw}D_{vu})g_{nuvw}$. Adding $\lambda$ restores $d$:
$$F_{tn}=\sum_uD_{tu}F^I_{nu}+\sum_{uvw}d_{tuvw}\,g_{nuvw}.$$

```lean
/-- Active rows: `F_tn = ∑_u D_tu FI_nu + ∑_uvw d_tuvw g_nuvw`, all sums over active orbitals. -/
theorem active_row (t : A) (n : Orb I A V) :
    casFock Da lam h g (act t) n = ∑ u : A, Da t u * fockI h g n (act u)
      + ∑ u : A, ∑ v : A, ∑ w : A,
        twoDens Da lam (act t : Orb I A V) (act u) (act v) (act w)
          * g n (act u) (act v) (act w) := by
  rw [casFock_eq]
  -- `D · FA` recombines with the all-active term into the active block of `d`
  have hx := sum_exchange (Da t) Da (fun u v w => g n (act u) (act v) (act w))
  simp [Fintype.sum_sum_type, dens, allActive, twoDens, fockA, mul_add, add_mul,
    sum_add_distrib] at hx ⊢
  linarith
```

A tempting slip is to copy $F^I+F^A$ from the inactive row while contracting with the full $d$. That counts the active mean field twice: $F^I+F^A$ goes with $\lambda$, and $F^I$ alone goes with $d$.

With real orbitals in a finite basis, the CASSCF orbital gradient is proportional to $F_{mn}-F_{nm}$, a relation used here only as context. A program can build $F^I$ and $F^A$ as Coulomb and exchange contractions, after which the active rows need only integrals $g_{nuvw}$ with three active indices.

## Symmetry and energy

Assume $h_{pq}=h_{qp}$ (`hh`), $D_{tu}=D_{ut}$ (`hD`), $g_{pqrs}=g_{rspq}$ (`g1`) and $g_{pqrs}=g_{qpsr}$ (`g2`). Then $g_{pqjj}=g_{qpjj}$ and $g_{pjjq}=g_{jpqj}=g_{qjjp}$, so $F^I$ is symmetric. For $F^A$ the same moves follow a swap $v\leftrightarrow w$, which `hD` absorbs.

```lean
omit [Fintype V] [DecidableEq I] in
/-- For symmetric `h`, `Da` and `g` invariant under `pqrs → rspq` and `pqrs → qpsr`,
the matrix `FI + FA` is symmetric. -/
theorem meanField_symm (hh : ∀ p q, h p q = h q p) (hD : ∀ t u, Da t u = Da u t)
    (g1 : ∀ p q r s, g p q r s = g r s p q) (g2 : ∀ p q r s, g p q r s = g q p s r)
    (p q : Orb I A V) :
    fockI h g p q + fockA Da g p q = fockI h g q p + fockA Da g q p := by
  have hI : fockI h g p q = fockI h g q p := by
    unfold fockI
    rw [hh p q]
    congr 1
    refine sum_congr rfl fun j _ => ?_
    rw [g2 p q (inact j) (inact j), g2 p (inact j) (inact j) q, g1 (inact j) p q (inact j)]
  have hA : fockA Da g p q = fockA Da g q p := by
    unfold fockA
    rw [Finset.sum_comm]
    refine sum_congr rfl fun v _ => sum_congr rfl fun w _ => ?_
    rw [hD w v, g2 p q (act w) (act v), g2 p (act v) (act w) q, g1 (act v) p q (act w)]
  rw [hI, hA]
```

Combined with the inactive row, this gives $F_{ij}=F_{ji}$.

```lean
/-- Under the same symmetries the inactive-inactive block of `F` is symmetric. -/
theorem inactive_block_symm (hh : ∀ p q, h p q = h q p) (hD : ∀ t u, Da t u = Da u t)
    (g1 : ∀ p q r s, g p q r s = g r s p q) (g2 : ∀ p q r s, g p q r s = g q p s r)
    (i j : I) :
    casFock Da lam h g (inact i) (inact j) = casFock Da lam h g (inact j) (inact i) := by
  rw [inactive_row, inactive_row, meanField_symm Da h g hh hD g1 g2]
```

From the definitions, $E=\tfrac12(\sum D_{pq}h_{pq}+\operatorname{tr}F)$ (`tr`). Here $\sum D_{pq}h_{pq}=2\sum_ih_{ii}+\sum D_{tu}h_{tu}$, and the rows give $\operatorname{tr}F=2\sum_i(F^I+F^A)_{ii}+\sum D_{tu}F^I_{tu}+\sum d_{tuvw}g_{tuvw}$ (`hF`). Under `g1` alone, $2\sum_iF^A_{ii}=\sum D_{tu}(F^I-h)_{tu}$ (`hA` with `hI`), which merges with $\sum D_{tu}h_{tu}$ into a second copy of $\sum D_{tu}F^I_{tu}$. Halving,
$$E=\sum_i(h_{ii}+F^I_{ii})+\sum_{tu}D_{tu}F^I_{tu}+\tfrac12\sum_{tuvw}d_{tuvw}g_{tuvw}.$$

```lean
/-- For `g` invariant under `pqrs → rspq`, the energy is
`∑_i (h_ii + FI_ii) + ∑_tu D_tu FI_tu + (1/2) ∑_tuvw d_tuvw g_tuvw`. -/
theorem energy_active (g1 : ∀ p q r s, g p q r s = g r s p q) :
    energy (dens Da) (twoDens Da lam) h g
      = ∑ i : I, (h (inact i) (inact i) + fockI h g (inact i) (inact i))
        + ∑ t : A, ∑ u : A, Da t u * fockI h g (act t) (act u)
        + 1 / 2 * ∑ t : A, ∑ u : A, ∑ v : A, ∑ w : A,
          twoDens Da lam (act t : Orb I A V) (act u) (act v) (act w)
            * g (act t) (act u) (act v) (act w) := by
  -- the energy is half of `∑ D h + tr F`
  have tr : energy (dens Da) (twoDens Da lam) h g
      = (∑ p, ∑ q, dens Da p q * h p q + ∑ p, casFock Da lam h g p p) / 2 := by
    simp only [energy, casFock, genFock, sum_add_distrib]
    ring
  have hD : ∑ p, ∑ q, dens Da p q * h p q = 2 * ∑ i : I, h (inact i) (inact i)
      + ∑ t : A, ∑ u : A, Da t u * h (act t) (act u) := by
    simp [Fintype.sum_sum_type, dens, Finset.mul_sum]
  have hF : ∑ p, casFock Da lam h g p p = 2 * ∑ i : I, fockI h g (inact i) (inact i)
      + ∑ i : I, 2 * fockA Da g (inact i) (inact i)
      + (∑ t : A, ∑ u : A, Da t u * fockI h g (act t) (act u)
        + ∑ t : A, ∑ u : A, ∑ v : A, ∑ w : A,
          twoDens Da lam (act t : Orb I A V) (act u) (act v) (act w)
            * g (act t) (act u) (act v) (act w)) := by
    simp only [Fintype.sum_sum_type, inactive_row, active_row, virtual_row, sum_const_zero,
      add_zero, mul_add, sum_add_distrib, Finset.mul_sum]
  -- the inactive-active interaction appears once in each of the two blocks
  have hA : ∑ i : I, 2 * fockA Da g (inact i) (inact i) = ∑ t : A, ∑ u : A, Da t u *
      ∑ j : I, (2 * g (act t) (act u) (inact j) (inact j)
        - g (act t) (inact j) (inact j) (act u)) := by
    simp only [fockA, Finset.mul_sum]
    rw [Finset.sum_comm]
    refine sum_congr rfl fun v _ => ?_
    rw [Finset.sum_comm]
    refine sum_congr rfl fun w _ => sum_congr rfl fun j _ => ?_
    rw [g1 (inact j) (inact j) (act v) (act w), g1 (inact j) (act w) (act v) (inact j)]
    ring
  have hI : ∑ t : A, ∑ u : A, Da t u * fockI h g (act t) (act u)
      = ∑ t : A, ∑ u : A, Da t u * h (act t) (act u) + ∑ t : A, ∑ u : A, Da t u *
        ∑ j : I, (2 * g (act t) (act u) (inact j) (inact j)
          - g (act t) (inact j) (inact j) (act u)) := by
    simp only [fockI, mul_add, sum_add_distrib]
  rw [tr, hD, hF, hA, hI, sum_add_distrib]
  ring
```

Without `g1` the formula can fail. Take one $i$ and one $t$ with $D_{tt}=1$, $h=0$, and $g_{iitt}=1$ as the only nonzero integral. Then $d_{iitt}=2$ and $E=1$, while $F^I_{ii}=F^I_{tt}=g_{tttt}=0$ makes the right side zero.

## Numbers for three orbitals

Give $i,t,a$ the weights $1,2,3$ and let $B_{pq}$ be the sum of the weights of $p$ and $q$, so $B_{ii}=2$, $B_{it}=3$, $B_{ia}=B_{tt}=4$, $B_{ta}=5$.

```lean
/-- Three-orbital matrix `B_pq = w_p + w_q` with weights `w = 1, 2, 3` on the inactive,
active and virtual orbital. -/
def modelB (p q : Orb Unit Unit Unit) : ℝ :=
  Sum.elim (fun _ => (1 : ℝ)) (Sum.elim (fun _ => 2) (fun _ => 3)) p
    + Sum.elim (fun _ => (1 : ℝ)) (Sum.elim (fun _ => 2) (fun _ => 3)) q
```

Set $h=B$, $g_{pqrs}=B_{pq}B_{rs}$, $D_{tt}=1$, $\lambda=0$; these are model arrays and describe no molecule.

```lean
/-- Model two-electron integrals `g_pqrs = B_pq B_rs`. -/
def modelG (p q r s : Orb Unit Unit Unit) : ℝ := modelB p q * modelB r s
```

Then $F^I_{ai}=4+2\cdot4\cdot2-4\cdot2=12$ and $F^A_{ai}=4\cdot4-\tfrac12\cdot5\cdot3=8.5$, so $F_{ia}=41$, whereas `virtual_row` gives $F_{ai}=0$. All the symmetries hold, and the full $F$ is still not symmetric. In the active row, $F^I_{at}=5+20-12=13$, $d_{tttt}=\tfrac12$ and $g_{attt}=20$ give $F_{ta}=23$; the double counting above would add $F^A_{at}=10$ and give 33. The theorem below certifies the symmetries of $h$ and $g$ and the value 41, while the active-row numbers and the counter-example to the energy formula rest on the arithmetic shown.

```lean
/-- The model integrals `h = B`, `g = modelG` have the three symmetries, and with `Da = 1`,
`lam = 0` the inactive-virtual element of `F` equals 41. -/
theorem symmetry_witness :
    (∀ p q, modelB p q = modelB q p) ∧ (∀ p q r s, modelG p q r s = modelG r s p q) ∧
      (∀ p q r s, modelG p q r s = modelG q p s r) ∧
      casFock (fun _ _ => 1) (fun _ _ _ _ => 0) modelB modelG (inact ()) (virt ()) = 41 := by
  refine ⟨fun p q => add_comm _ _, fun p q r s => mul_comm _ _, fun p q r s => ?_, ?_⟩
  · unfold modelG modelB
    ring
  · rw [inactive_row]
    norm_num [fockI, fockA, modelG, modelB]

end

end CasscfGeneralizedFock
```

```lean
#print axioms CasscfGeneralizedFock.virtual_row
#print axioms CasscfGeneralizedFock.inactive_block_symm
#print axioms CasscfGeneralizedFock.energy_active
```

```
'CasscfGeneralizedFock.virtual_row' depends on axioms: [propext, Classical.choice, Quot.sound]
'CasscfGeneralizedFock.inactive_block_symm' depends on axioms: [propext, Classical.choice, Quot.sound]
'CasscfGeneralizedFock.energy_active' depends on axioms: [propext, Classical.choice, Quot.sound]
```
